# Truncated CI for two noninteracting fragments: the size-consistency error is at least zero and at most the smaller absolute correlation energy

Take a fragment with two configurations, a reference 0 and a single excitation 1. Both have diagonal energy 0, and they are coupled by \(-1\). Its lowest energy is \(-1\), reached by the state \((1,1)/\sqrt2\). Two such fragments that do not interact should have energy \(-2\), and the product of the two ground states does. That product has amplitude \(1/2\) on each of the four pairs of configurations, including the pair in which both fragments are excited.

For the supermolecule this pair is a double excitation. If the supermolecule is truncated at singles, as each fragment was, the pair is removed. The reference pair is then coupled by \(-1\) to two single excitations, and the lowest energy is \(-\sqrt2\). The excess over the fragment sum is \(2-\sqrt2\approx0.59\), which lies between 0 and 1, the absolute correlation energy of one fragment. Correlation energy here means the lowest energy at the given truncation level minus the energy of the chosen reference, which need not be a Hartree–Fock determinant.

The same two bounds hold for any two noninteracting fragments with finite configuration sets, provided that each has a reference at excitation level 0, that the excitation levels of the fragments add in the supermolecule, and that all three calculations are truncated at the same level \(n\). With \(n=2\) this is the situation of CISD built on the product of the two fragment references: for noninteracting fragments in such a finite model, subtracting separately computed fragment energies from the supermolecule energy leaves a spurious energy that is never negative and never larger than the smaller absolute correlation energy.

## Energies of truncated CI vectors

The configurations of fragments A and B are labelled by finite sets \(I\) and \(J\), and are taken as orthonormal.

In Lean 4 with Mathlib:

```lean
import Mathlib

open Matrix
open scoped Kronecker

namespace TruncatedCI

noncomputable section

variable {I J : Type*} [Fintype I] [Fintype J]
```

A CI vector \(x\) has complex coefficients \(x_i\) and squared norm \(w(x)=\sum_i|x_i|^2\).

```lean
/-- The squared norm of a CI vector. -/
def weight (x : I → ℂ) : ℝ := ∑ i, Complex.normSq (x i)
```

Its energy form is \(e_H(x)=\mathrm{Re}\sum_{i,k}x_i^*H_{ik}x_k\), without division by the norm. For a Hermitian matrix the sum is already real. The theorems do not assume Hermiticity; for a general matrix they concern this real part.

```lean
/-- The energy form `Re ⟨x|H|x⟩` of a CI vector. -/
def energy (H : Matrix I I ℂ) (x : I → ℂ) : ℝ := (star x ⬝ᵥ H *ᵥ x).re
```

Each configuration \(i\) has an excitation level \(\ell(i)\), a natural number. Truncation at level \(n\) means that \(x_i=0\) whenever \(\ell(i)>n\).

```lean
/-- The CI vector `x` contains no configuration of excitation level above `n`. -/
def Truncated (ℓ : I → ℕ) (n : ℕ) (x : I → ℂ) : Prop := ∀ i, n < ℓ i → x i = 0
```

The lowest energy \(E\) at level \(n\) is described by two conditions. Some normalised truncated state has energy \(E\), and every truncated \(y\) satisfies
\[
E\,w(y)\le e_H(y).
\]
These conditions fix \(E\) uniquely. The second is written for unnormalised vectors because it will be applied to parts of a state, which may have any norm, including zero.

```lean
/-- `E` is the lowest energy at truncation level `n`: a normalised truncated state attains it,
and no truncated state has a smaller energy per squared norm. -/
def IsLowest (H : Matrix I I ℂ) (ℓ : I → ℕ) (n : ℕ) (E : ℝ) : Prop :=
  (∃ x, Truncated ℓ n x ∧ weight x = 1 ∧ energy H x = E) ∧
    ∀ y, Truncated ℓ n y → E * weight y ≤ energy H y
```

For Hermitian \(H\) and at least one configuration of level at most \(n\), such an \(E\) exists and is the lowest eigenvalue of the truncated block of \(H\); this familiar variational principle links `IsLowest` to the CI eigenvalue problem, but the code takes `IsLowest` as a hypothesis and does not derive the link.

Multiplying a vector by a number \(c\) gives
\[
e_H(cx)=\mathrm{Re}\,\bigl(c^*c\;x^\dagger Hx\bigr)=|c|^2e_H(x).
\]
In the proof, `h` collects \(c\) and \(c^*\) into \(|c|^2\), which is real and can leave the real part.

```lean
/-- Scaling a CI vector by `c` scales its energy form by `|c|²`. -/
theorem energy_smul (H : Matrix I I ℂ) (c : ℂ) (x : I → ℂ) :
    energy H (c • x) = Complex.normSq c * energy H x := by
  have h (s : ℂ) : c * (star c * s) = (Complex.normSq c : ℂ) * s := by
    rw [← mul_assoc]
    exact congrArg (· * s) (Complex.mul_conj c)
  simp only [energy, star_smul, mulVec_smul, smul_dotProduct, dotProduct_smul, smul_eq_mul]
  rw [h, Complex.re_ofReal_mul]
```

A reference \(a\) with \(\ell(a)=0\) gives the vector with coefficient 1 at \(a\) and 0 elsewhere. It is truncated at level 0, has norm 1, and has energy \(\mathrm{Re}\,H_{aa}\). Several configurations may have level 0, and \(a\) need not be a Hartree–Fock determinant.

```lean
/-- A level-0 reference is a normalised state truncated at level 0, and its energy is the
real part of the diagonal matrix element. -/
theorem reference_state [DecidableEq I] (H : Matrix I I ℂ) {ℓ : I → ℕ} {a : I}
    (ha : ℓ a = 0) : Truncated ℓ 0 (Pi.single a 1) ∧ weight (Pi.single a (1 : ℂ)) = 1 ∧
      energy H (Pi.single a 1) = (H a a).re := by
  refine ⟨fun i hi => Pi.single_eq_of_ne (by rintro rfl; omega) _, ?_, ?_⟩
  · simp [weight, Pi.single_apply, apply_ite Complex.normSq]
  · simp [energy, dotProduct, mulVec, Pi.single_apply, apply_ite (starRingEnd ℂ)]
```

## The supermolecule, slice by slice

Without interaction the Hamiltonian is \(H_A\otimes1+1\otimes H_B\), acting on pairs \((i,j)\). The model has no electron exchange or charge transfer between the fragments.

```lean
variable [DecidableEq I] [DecidableEq J]

/-- The Hamiltonian `H_A ⊗ 1 + 1 ⊗ H_B` of two noninteracting fragments. -/
def superH (HA : Matrix I I ℂ) (HB : Matrix J J ℂ) : Matrix (I × J) (I × J) ℂ :=
  HA ⊗ₖ (1 : Matrix J J ℂ) + (1 : Matrix I I ℂ) ⊗ₖ HB
```

Excitation levels add: \(\ell(i,j)=\ell_A(i)+\ell_B(j)\).

```lean
/-- The excitation level of a pair of configurations is the sum of the fragment levels. -/
def superLevel (ℓA : I → ℕ) (ℓB : J → ℕ) (p : I × J) : ℕ := ℓA p.1 + ℓB p.2
```

Acting on a supermolecule vector \(\Psi\), the Hamiltonian gives
\[
(H\Psi)_{ij}=\sum_k(H_A)_{ik}\Psi_{kj}+\sum_k(H_B)_{jk}\Psi_{ik}.
\]
Multiplying by \(\Psi_{ij}^*\), summing over both indices and taking the real part yields
\[
e_H(\Psi)=\sum_j e_{H_A}(\Psi_{\cdot j})+\sum_i e_{H_B}(\Psi_{i\cdot}).
\]
Here \(\Psi_{\cdot j}\) is the slice of \(\Psi\) at fixed \(j\), a vector of fragment A, and \(\Psi_{i\cdot}\) is a vector of fragment B. The auxiliary statement `h` is the first formula, and `Finset.sum_comm` exchanges the order of summation in the A part.

```lean
/-- The supermolecule energy form is the sum of the fragment energy forms over all slices. -/
theorem energy_superH (HA : Matrix I I ℂ) (HB : Matrix J J ℂ) (Ψ : I × J → ℂ) :
    energy (superH HA HB) Ψ = ∑ j, energy HA (fun i => Ψ (i, j)) +
      ∑ i, energy HB (fun j => Ψ (i, j)) := by
  have h (i : I) (j : J) : (superH HA HB *ᵥ Ψ) (i, j) =
      (HA *ᵥ fun k => Ψ (k, j)) i + (HB *ᵥ fun k => Ψ (i, k)) j := by
    rw [superH, add_mulVec, Pi.add_apply]
    congr 1
    · simp only [mulVec, dotProduct, Fintype.sum_prod_type, kroneckerMap_apply]
      simp [one_apply]
    · simp only [mulVec, dotProduct, Fintype.sum_prod_type_right, kroneckerMap_apply]
      simp [one_apply]
  simp only [energy, dotProduct, Complex.re_sum, Fintype.sum_prod_type, h, mul_add,
    Complex.add_re, Finset.sum_add_distrib, Pi.star_apply]
  congr 1
  exact Finset.sum_comm
```

## Product states are truncated at the sum of the levels

Let \(x\) and \(y\) be normalised fragment states truncated at \(n\) and \(m\), and let \(\Psi_{ij}=x_iy_j\). If \(\ell_A(i)+\ell_B(j)>n+m\), then \(\ell_A(i)>n\) or \(\ell_B(j)>m\), so one factor vanishes. The norm factorises, \(w(\Psi)=w(x)w(y)=1\). The slices are multiples of \(x\) and \(y\), so the scaling rule gives
\[
e_H(\Psi)=\sum_j|y_j|^2\,e_{H_A}(x)+\sum_i|x_i|^2\,e_{H_B}(y)=e_{H_A}(x)+e_{H_B}(y).
\]
The three parts of the proof establish these facts in this order; `e1` and `e2` are the scaling rule for the two kinds of slice.

```lean
variable {HA : Matrix I I ℂ} {HB : Matrix J J ℂ} {ℓA : I → ℕ} {ℓB : J → ℕ} {n m : ℕ}
  {EA EB EAB : ℝ}

/-- The product of normalised fragment states truncated at `n` and `m` is a normalised state
truncated at `n + m`, and its energy is the sum of the fragment energies. -/
theorem product_state (HA : Matrix I I ℂ) (HB : Matrix J J ℂ) {x : I → ℂ} {y : J → ℂ}
    (hx : Truncated ℓA n x) (hy : Truncated ℓB m y) (hx1 : weight x = 1) (hy1 : weight y = 1) :
    Truncated (superLevel ℓA ℓB) (n + m) (fun p => x p.1 * y p.2) ∧
      weight (fun p : I × J => x p.1 * y p.2) = 1 ∧
      energy (superH HA HB) (fun p => x p.1 * y p.2) = energy HA x + energy HB y := by
  refine ⟨?_, ?_, ?_⟩
  · rintro ⟨i, j⟩ hij
    simp only [superLevel] at hij
    rcases lt_or_ge n (ℓA i) with hi | hi
    · simp [hx i hi]
    · simp [hy j (by omega)]
  · have hw : weight (fun p : I × J => x p.1 * y p.2) = weight x * weight y := by
      simp only [weight, Fintype.sum_prod_type, Complex.normSq_mul, Finset.sum_mul_sum]
    rw [hw, hx1, hy1, one_mul]
  · have e1 (j : J) : energy HA (fun i => x i * y j) = Complex.normSq (y j) * energy HA x := by
      rw [← energy_smul]
      congr 1
      funext i
      simp [mul_comm]
    have e2 (i : I) : energy HB (fun j => x i * y j) = Complex.normSq (x i) * energy HB y :=
      energy_smul HB (x i) y
    rw [energy_superH]
    simp only [e1, e2, ← Finset.sum_mul]
    change weight y * _ + weight x * _ = _
    rw [hx1, hy1, one_mul, one_mul]
```

## A lower bound from the slices

Suppose that every slice of \(\Psi\) is truncated at its fragment's level. The variational inequality holds for each slice, and the squared norms of the slices in either direction add up to \(w(\Psi)\). Hence
\[
e_H(\Psi)\ge E_A\sum_jw(\Psi_{\cdot j})+E_B\sum_iw(\Psi_{i\cdot})=(E_A+E_B)\,w(\Psi).
\]
In the proof `w1` and `w2` are the two decompositions of the norm, and `s1` and `s2` are the summed inequalities.

```lean
/-- If all slices of a supermolecule state are truncated at the fragment levels, its energy
per squared norm is at least the sum of the lowest fragment energies. -/
theorem slices_bound (hA : IsLowest HA ℓA n EA) (hB : IsLowest HB ℓB m EB) (Ψ : I × J → ℂ)
    (h1 : ∀ j, Truncated ℓA n fun i => Ψ (i, j)) (h2 : ∀ i, Truncated ℓB m fun j => Ψ (i, j)) :
    (EA + EB) * weight Ψ ≤ energy (superH HA HB) Ψ := by
  have w1 : weight Ψ = ∑ j, weight (fun i => Ψ (i, j)) := by
    simp only [weight, Fintype.sum_prod_type_right]
  have w2 : weight Ψ = ∑ i, weight (fun j => Ψ (i, j)) := by
    simp only [weight, Fintype.sum_prod_type]
  have s1 := Finset.sum_le_sum fun j (_ : j ∈ Finset.univ) => hA.2 _ (h1 j)
  have s2 := Finset.sum_le_sum fun i (_ : i ∈ Finset.univ) => hB.2 _ (h2 i)
  rw [← Finset.mul_sum, ← w1] at s1
  rw [← Finset.mul_sum, ← w2] at s2
  rw [energy_superH]
  linarith
```

## Both bounds on the size-consistency error

Let \(E_A\), \(E_B\) and \(E_{AB}\) be the lowest energies of the fragments and the supermolecule, all at level \(n\), and let \(a\) and \(b\) be level-0 references.

For the lower bound, take the normalised \(\Psi\) that attains \(E_{AB}\). If \(\ell_A(i)>n\), then \(\ell_A(i)+\ell_B(j)>n\) for every \(j\), so \(\Psi_{ij}=0\). The same holds for B. All slices are therefore truncated at \(n\), and \(E_{AB}\ge E_A+E_B\).

For the upper bound, correlate only one fragment. The product of A's lowest state with the reference \(b\) is truncated at \(n+0=n\), so
\[
E_{AB}\le E_A+\mathrm{Re}(H_B)_{bb},\qquad
E_{AB}-E_A-E_B\le \mathrm{Re}(H_B)_{bb}-E_B .
\]
The right-hand side is the absolute correlation energy of B, since the reference is itself a truncated trial state and \(E_B\) cannot lie above its energy. Exchanging the roles of the fragments gives the bound by A's correlation energy, and the smaller of the two applies:
\[
0\le E_{AB}-(E_A+E_B)\le\min\bigl(|E_A-\mathrm{Re}(H_A)_{aa}|,\;|E_B-\mathrm{Re}(H_B)_{bb}|\bigr).
\]
In particular, the error vanishes if either fragment has no correlation energy at level \(n\).

In the proof `hl` is the lower bound, while `u1` and `u2` are the two trial-state estimates. The steps `c1` and `c2` use \(-t\le|t|\), so the sign of the correlation energy need not be settled separately.

```lean
/-- Size-consistency error of truncated CI, with both fragments and the supermolecule truncated at
the same level `n`: for noninteracting fragments with level-0 references `a` and `b`, the lowest
supermolecule energy exceeds the sum of fragment energies by at least zero and at most the smaller
absolute truncated correlation energy. -/
theorem size_consistency_error {a : I} {b : J} (ha : ℓA a = 0) (hb : ℓB b = 0)
    (hA : IsLowest HA ℓA n EA) (hB : IsLowest HB ℓB n EB)
    (hAB : IsLowest (superH HA HB) (superLevel ℓA ℓB) n EAB) :
    0 ≤ EAB - (EA + EB) ∧
      EAB - (EA + EB) ≤ min |EA - (HA a a).re| |EB - (HB b b).re| := by
  obtain ⟨Ψ, hT, hw, hE⟩ := hAB.1
  have hl := slices_bound hA hB Ψ
    (fun j i hi => hT (i, j) (by simp only [superLevel]; omega))
    (fun i j hj => hT (i, j) (by simp only [superLevel]; omega))
  rw [hw, hE] at hl
  -- trial states: correlate one fragment and keep the other in its reference
  obtain ⟨x, hx, hx1, hxE⟩ := hA.1
  obtain ⟨y, hy, hy1, hyE⟩ := hB.1
  obtain ⟨ra, ra1, raE⟩ := reference_state HA ha
  obtain ⟨rb, rb1, rbE⟩ := reference_state HB hb
  obtain ⟨t1, w1, e1⟩ := product_state HA HB hx rb hx1 rb1
  obtain ⟨t2, w2, e2⟩ := product_state HA HB ra hy ra1 hy1
  rw [add_zero] at t1
  rw [zero_add] at t2
  have u1 := hAB.2 _ t1
  have u2 := hAB.2 _ t2
  rw [w1, e1, hxE, rbE] at u1
  rw [w2, e2, raE, hyE] at u2
  have c1 := neg_le_abs (EA - (HA a a).re)
  have c2 := neg_le_abs (EB - (HB b b).re)
  exact ⟨by linarith, le_min (by linarith) (by linarith)⟩
```

## Full CI is additive

If \(n\) and \(m\) are at least as large as all levels of A and B, truncation at these levels removes nothing from the fragments, and truncation at \(n+m\) removes nothing from the supermolecule. The product of the lowest fragment states then attains \(E_A+E_B\), and the slice bound shows that no state lies lower. No level-0 reference is needed. The conclusion is a full `IsLowest` statement, so here the supermolecule minimum is derived from those of the fragments.

```lean
/-- Full CI is size consistent: if `n` and `m` bound all fragment levels, the lowest
supermolecule energy at level `n + m` is the sum of the lowest fragment energies. -/
theorem fullCI_additive (hn : ∀ i, ℓA i ≤ n) (hm : ∀ j, ℓB j ≤ m)
    (hA : IsLowest HA ℓA n EA) (hB : IsLowest HB ℓB m EB) :
    IsLowest (superH HA HB) (superLevel ℓA ℓB) (n + m) (EA + EB) := by
  obtain ⟨x, hx, hx1, rfl⟩ := hA.1
  obtain ⟨y, hy, hy1, rfl⟩ := hB.1
  exact ⟨⟨_, product_state HA HB hx hy hx1 hy1⟩, fun Ψ _ => slices_bound hA hB Ψ
    (fun _ i hi => absurd (hn i) (by omega)) (fun _ j hj => absurd (hm j) (by omega))⟩
```

## The energies \(-1\) and \(-\sqrt2\) of the two-level example

The opening example shows that the error can be strictly positive. The coupling \(-1\) sets the unit of energy and stands for the mixing of two degenerate configurations.

```lean
/-- A two-level fragment with coupling `-1` between reference and single excitation. -/
def twoLevel : Matrix (Fin 2) (Fin 2) ℂ := !![0, -1; -1, 0]
```

For one fragment,
\[
e(y)+w(y)=|y_0-y_1|^2\ge0,
\]
with equality at \((1,1)/\sqrt2\), so the lowest energy is \(-1\).

For the supermolecule truncated at singles, \(\Psi_{11}=0\) and
\[
e(\Psi)=-2\,\mathrm{Re}\,\Psi_{00}^*(\Psi_{10}+\Psi_{01}).
\]
With \(c=1/\sqrt2\), completing the squares gives
\[
e(\Psi)+\sqrt2\,w(\Psi)=\sqrt2\,\bigl(|\Psi_{10}-c\Psi_{00}|^2+|\Psi_{01}-c\Psi_{00}|^2\bigr)\ge0.
\]
Equality holds for the normalised state \(\Psi_{00}=c\), \(\Psi_{10}=\Psi_{01}=1/2\), so the lowest energy is \(-\sqrt2\).

The code writes \(\sqrt2\) as \(2c\) and uses \(c^2=1/2\). The two formulas named `he` are the energy forms in real and imaginary parts, and `hs` is the non-negative sum of squares.

```lean
/-- Truncated at single excitations, the two-level fragment has lowest energy `-1`, and two
such noninteracting fragments together have lowest energy `-√2`. -/
theorem size_consistency_error_witness :
    IsLowest twoLevel Fin.val 1 (-1) ∧
      IsLowest (superH twoLevel twoLevel) (superLevel Fin.val Fin.val) 1 (-√2) := by
  obtain ⟨c, hcs⟩ : ∃ c : ℝ, √2 = 2 * c := ⟨√2 / 2, by ring⟩
  have h2 : √2 * √2 = (2 : ℝ) := Real.mul_self_sqrt (by norm_num)
  have h0 : 0 < √(2 : ℝ) := Real.sqrt_pos.2 (by norm_num)
  rw [hcs] at h2 h0 ⊢
  have hc : c * c = 1 / 2 := by linarith
  constructor
  · have he (y : Fin 2 → ℂ) : energy twoLevel y =
        -2 * ((y 0).re * (y 1).re + (y 0).im * (y 1).im) := by
      simp [energy, twoLevel, dotProduct, mulVec, Fin.sum_univ_two]
      ring
    refine ⟨⟨fun _ => (c : ℂ), fun i hi => absurd i.isLt (by omega), ?_, ?_⟩, fun y _ => ?_⟩
    · simp only [weight, Fin.sum_univ_two, Complex.normSq_ofReal]
      linarith
    · rw [he]
      simp only [Complex.ofReal_re, Complex.ofReal_im]
      linarith
    · rw [he]
      simp only [weight, Fin.sum_univ_two, Complex.normSq_apply]
      nlinarith [sq_nonneg ((y 0).re - (y 1).re), sq_nonneg ((y 0).im - (y 1).im)]
  · have he (Ψ : Fin 2 × Fin 2 → ℂ) (h : Ψ (1, 1) = 0) : energy (superH twoLevel twoLevel) Ψ =
        -2 * ((Ψ (0, 0)).re * ((Ψ (1, 0)).re + (Ψ (0, 1)).re) +
          (Ψ (0, 0)).im * ((Ψ (1, 0)).im + (Ψ (0, 1)).im)) := by
      rw [energy_superH]
      simp [energy, twoLevel, dotProduct, mulVec, Fin.sum_univ_two, h]
      ring
    obtain ⟨Ψ, h00, h01, h10, h11⟩ : ∃ Ψ : Fin 2 × Fin 2 → ℂ, Ψ (0, 0) = (c : ℂ) ∧
        Ψ (0, 1) = ((1 / 2 : ℝ) : ℂ) ∧ Ψ (1, 0) = ((1 / 2 : ℝ) : ℂ) ∧ Ψ (1, 1) = 0 :=
      ⟨fun p => !![(c : ℂ), ((1 / 2 : ℝ) : ℂ); ((1 / 2 : ℝ) : ℂ), 0] p.1 p.2,
        rfl, rfl, rfl, rfl⟩
    refine ⟨⟨Ψ, ?_, ?_, ?_⟩, fun Φ hΦ => ?_⟩
    · rintro ⟨i, j⟩ hp
      have hi := i.isLt
      have hj := j.isLt
      change 1 < (i : ℕ) + (j : ℕ) at hp
      rw [show i = 1 from Fin.ext (by change (i : ℕ) = 1; omega),
        show j = 1 from Fin.ext (by change (j : ℕ) = 1; omega)]
      exact h11
    · simp only [weight, Fintype.sum_prod_type, Fin.sum_univ_two, h00, h01, h10, h11,
        Complex.normSq_ofReal, Complex.normSq_zero]
      linarith
    · rw [he Ψ h11, h00, h01, h10]
      simp only [Complex.ofReal_re, Complex.ofReal_im]
      ring
    · have h := hΦ (1, 1) (by simp [superLevel])
      rw [he Φ h]
      simp only [weight, Fintype.sum_prod_type, Fin.sum_univ_two, h, Complex.normSq_apply,
        Complex.zero_re, Complex.zero_im]
      -- complete the squares, using `c² = 1/2`
      have hs : 0 ≤ 2 * c * (((Φ (1, 0)).re - c * (Φ (0, 0)).re) ^ 2 +
          ((Φ (0, 1)).re - c * (Φ (0, 0)).re) ^ 2 + ((Φ (1, 0)).im - c * (Φ (0, 0)).im) ^ 2 +
          ((Φ (0, 1)).im - c * (Φ (0, 0)).im) ^ 2) := by positivity
      linear_combination hs + (4 * c * ((Φ (0, 0)).re ^ 2 + (Φ (0, 0)).im ^ 2) -
        4 * ((Φ (0, 0)).re * ((Φ (1, 0)).re + (Φ (0, 1)).re) +
          (Φ (0, 0)).im * ((Φ (1, 0)).im + (Φ (0, 1)).im))) * hc

end

end TruncatedCI
```

```lean
#print axioms TruncatedCI.size_consistency_error
#print axioms TruncatedCI.fullCI_additive
```

```
'TruncatedCI.size_consistency_error' depends on axioms: [propext, Classical.choice, Quot.sound]
'TruncatedCI.fullCI_additive' depends on axioms: [propext, Classical.choice, Quot.sound]
```
